# Couplings between occupied levels cancel from the second-order band energy

**Q:** Suppose two filled levels lie $0.01$ apart and are coupled by $0.1$. Second-order perturbation theory shifts them by $-1$ and $+1$. If a program strongly damps only one of these terms, the total energy can be badly wrong. If it keeps both, they grow without limit as the splitting closes. Does the total energy inherit this?

**A:** No, the two terms cancel. For non-interacting electrons in finitely many distinct levels, the second-order sum can be restricted to occupied-empty pairs. Let the finite type `ι` label the levels.

```lean
import Mathlib

open Finset

namespace SecondOrderBandEnergy

variable {ι : Type*} [Fintype ι] [DecidableEq ι]
```

**Q:** What stands for the perturbed states?

**A:** Their first-order amplitudes. `E` gives the real unperturbed energies, `V` is the perturbation in the unperturbed basis, and `c j i` is the amplitude of level $j$ mixed into level $i$. The first-order Schrödinger equation reads $(E_i-E_j)c_{ji}=V_{ji}$ for $j\ne i$.

```lean
/-- The first-order perturbation equation in the unperturbed basis: `c j i` is the amplitude
of level `j` mixed into level `i` by the perturbation `V`. -/
def FirstOrderEquation (E : ι → ℝ) (V c : Matrix ι ι ℂ) : Prop :=
  ∀ i j, j ≠ i → ((E i : ℂ) - (E j : ℂ)) * c j i = V j i
```

For an occupied set $O$ with one electron in each level, the second-order energy is $\mathcal E(O)=\sum_{i\in O}\sum_{j\ne i}V_{ij}c_{ji}$. This formula is taken as the definition; it is not derived from an expansion of exact eigenvalues.

```lean
/-- The second-order band energy of the occupied set `O`: each occupied level contributes
the coupling `V i j` times the first-order amplitude `c j i`, summed over all `j ≠ i`. -/
def bandEnergy (V c : Matrix ι ι ℂ) (O : Finset ι) : ℂ :=
  ∑ i ∈ O, ∑ j ∈ univ.erase i, V i j * c j i
```

**Q:** I see no denominators. Is this the textbook expression?

**A:** For distinct levels, which is what `Function.Injective E` says, you may divide: $c_{ji}=V_{ji}/(E_i-E_j)$.

```lean
omit [Fintype ι] [DecidableEq ι] in
/-- For distinct levels, the first-order equation holds exactly when the mixing amplitudes
are the couplings divided by the level differences. -/
theorem firstOrderEquation_iff {E : ι → ℝ} (hE : Function.Injective E)
    (V c : Matrix ι ι ℂ) :
    FirstOrderEquation E V c ↔
      ∀ i j, j ≠ i → c j i = V j i / ((E i : ℂ) - (E j : ℂ)) := by
  unfold FirstOrderEquation
  refine forall_congr' fun i => forall_congr' fun j => forall_congr' fun hij => ?_
  have hne : (E i : ℂ) - (E j : ℂ) ≠ 0 :=
    sub_ne_zero.mpr fun h => hij (hE (Complex.ofReal_injective h)).symm
  rw [eq_div_iff hne, mul_comm]
```

If $E_i=E_j$, the equation forces $V_{ji}=0$. A coupled, exactly degenerate pair therefore has no solution, even when both levels are filled. Near-degeneracy is allowed.

**Q:** Show me the cancellation.

**A:** Use the equation for both orders of the pair, $V_{ij}=(E_j-E_i)c_{ij}$ and $V_{ji}=(E_i-E_j)c_{ji}$. Then
$$V_{ij}c_{ji}+V_{ji}c_{ij}=(E_j-E_i)c_{ij}c_{ji}+(E_i-E_j)c_{ji}c_{ij}=0.$$
The two `rw` steps make these substitutions and `ring` does the rest. Hermiticity is not used.

```lean
omit [Fintype ι] [DecidableEq ι] in
/-- The second-order contributions that two different levels give each other are opposite,
if the amplitudes solve the first-order equation. -/
theorem pair_cancel {E : ι → ℝ} {V c : Matrix ι ι ℂ} (hc : FirstOrderEquation E V c)
    {i j : ι} (hij : j ≠ i) : V i j * c j i + V j i * c i j = 0 := by
  rw [← hc i j hij, ← hc j i hij.symm]
  ring
```

Now split the sum over $j\ne i$ into occupied and empty $j$. The occupied part consists of such pairs, so
$$\mathcal E(O)=\sum_{i\in O}\sum_{j\notin O}V_{ij}c_{ji}.$$

**Q:** How does Lean pair the terms without listing pairs?

**A:** It exchanges the summation order with `sum_comm`, which needs an inner range that doesn't depend on $i$. The range $j\ne i$ does, so the proof introduces $g_{ij}$, equal to $V_{ij}c_{ji}$ off the diagonal and zero on it. Now both indices run over all of $O$. With $g_{ij}=-g_{ji}$ (`hanti`), the exchange gives $S=-S$ for the double sum $S$, and `linear_combination` concludes $S=0$. Then `hsplit` separates the empty levels.

```lean
/-- If the amplitudes solve the first-order equation, the band energy keeps only the
terms that couple an occupied level to an empty one. -/
theorem bandEnergy_eq_empty_levels {E : ι → ℝ} {V c : Matrix ι ι ℂ}
    (hc : FirstOrderEquation E V c) (O : Finset ι) :
    bandEnergy V c O = ∑ i ∈ O, ∑ j ∈ Oᶜ, V i j * c j i := by
  -- extend the pair terms by zero on the diagonal
  obtain ⟨g, hg⟩ : ∃ g : ι → ι → ℂ, ∀ i j, g i j = if j = i then 0 else V i j * c j i :=
    ⟨fun i j => if j = i then 0 else V i j * c j i, fun _ _ => rfl⟩
  have hanti : ∀ i j, g i j = -g j i := by
    intro i j
    by_cases h : j = i
    · subst h
      rw [hg, if_pos rfl, neg_zero]
    · rw [hg i j, hg j i, if_neg h, if_neg (Ne.symm h)]
      linear_combination pair_cancel hc h
  -- the double sum over `O` equals its own negative
  have hsea : ∑ i ∈ O, ∑ j ∈ O, g i j = 0 := by
    have h1 : ∑ i ∈ O, ∑ j ∈ O, g i j = -∑ i ∈ O, ∑ j ∈ O, g i j := by
      calc ∑ i ∈ O, ∑ j ∈ O, g i j = ∑ i ∈ O, ∑ j ∈ O, -g j i :=
            sum_congr rfl fun i _ => sum_congr rfl fun j _ => hanti i j
        _ = -∑ i ∈ O, ∑ j ∈ O, g j i := by simp only [sum_neg_distrib]
        _ = -∑ i ∈ O, ∑ j ∈ O, g i j := congrArg Neg.neg sum_comm
    linear_combination (1 / 2 : ℂ) * h1
  have hsplit : ∀ i ∈ O, ∑ j ∈ univ.erase i, V i j * c j i =
      ∑ j ∈ O, g i j + ∑ j ∈ Oᶜ, V i j * c j i := by
    intro i hi
    have e1 : ∑ j ∈ univ.erase i, V i j * c j i = ∑ j, g i j := by
      rw [← add_sum_erase univ (g i) (mem_univ i), hg i i, if_pos rfl, zero_add]
      refine sum_congr rfl fun j hj => ?_
      rw [hg, if_neg (ne_of_mem_erase hj)]
    have e2 : ∑ j ∈ Oᶜ, g i j = ∑ j ∈ Oᶜ, V i j * c j i := by
      refine sum_congr rfl fun j hj => ?_
      rw [hg, if_neg fun h => mem_compl.mp hj (by rw [h]; exact hi)]
    rw [e1, ← sum_add_sum_compl O (g i), e2]
  unfold bandEnergy
  rw [sum_congr rfl hsplit, sum_add_distrib, hsea, zero_add]
```

**Q:** And with the usual squares?

**A:** Hermiticity gives $V_{ij}V_{ji}=|V_{ij}|^2$, so inserting the quotients yields
$$\sum_{i\in O}\sum_{j\ne i}\frac{|V_{ij}|^2}{E_i-E_j}=\sum_{i\in O}\sum_{j\notin O}\frac{|V_{ij}|^2}{E_i-E_j}.$$
The theorem supplies amplitudes whose band energy is the left side. Both sums are compared with that energy (`hall`, `hempty`).

```lean
/-- For distinct levels and Hermitian `V`, the first-order equation has a solution whose band
energy is the textbook sum of `|V i j|² / (E i - E j)` over occupied `i` and all `j ≠ i`,
and this sum equals its restriction to empty `j`. -/
theorem second_order_band_energy {E : ι → ℝ} (hE : Function.Injective E)
    {V : Matrix ι ι ℂ} (hV : V.IsHermitian) (O : Finset ι) :
    ∃ c, FirstOrderEquation E V c ∧
      bandEnergy V c O =
        ((∑ i ∈ O, ∑ j ∈ univ.erase i, ‖V i j‖ ^ 2 / (E i - E j) : ℝ) : ℂ) ∧
      ∑ i ∈ O, ∑ j ∈ univ.erase i, ‖V i j‖ ^ 2 / (E i - E j) =
        ∑ i ∈ O, ∑ j ∈ Oᶜ, ‖V i j‖ ^ 2 / (E i - E j) := by
  obtain ⟨c, hdef⟩ : ∃ c : Matrix ι ι ℂ, ∀ j i, c j i = V j i / ((E i : ℂ) - (E j : ℂ)) :=
    ⟨fun j i => V j i / ((E i : ℂ) - (E j : ℂ)), fun _ _ => rfl⟩
  have hc : FirstOrderEquation E V c :=
    (firstOrderEquation_iff hE V c).mpr fun i j _ => hdef j i
  have hterm : ∀ i j, V i j * c j i = ((‖V i j‖ ^ 2 / (E i - E j) : ℝ) : ℂ) := by
    intro i j
    have hsq : V i j * V j i = ((‖V i j‖ ^ 2 : ℝ) : ℂ) := by
      rw [← hV.apply j i, Complex.star_def, Complex.mul_conj, Complex.normSq_eq_norm_sq]
    rw [hdef, ← mul_div_assoc, hsq, Complex.ofReal_div, Complex.ofReal_sub]
  have hall : bandEnergy V c O =
      ((∑ i ∈ O, ∑ j ∈ univ.erase i, ‖V i j‖ ^ 2 / (E i - E j) : ℝ) : ℂ) := by
    simp only [Complex.ofReal_sum]
    exact sum_congr rfl fun i _ => sum_congr rfl fun j _ => hterm i j
  have hempty : bandEnergy V c O =
      ((∑ i ∈ O, ∑ j ∈ Oᶜ, ‖V i j‖ ^ 2 / (E i - E j) : ℝ) : ℂ) := by
    rw [bandEnergy_eq_empty_levels hc]
    simp only [Complex.ofReal_sum]
    exact sum_congr rfl fun i _ => sum_congr rfl fun j _ => hterm i j
  exact ⟨c, hc, hall, Complex.ofReal_injective (hall.symm.trans hempty)⟩
```

**Q:** Where does the sign come from?

**A:** Conjugating the first-order equation gives $V_{ij}=\overline{V_{ji}}=(E_i-E_j)\overline{c_{ji}}$. Each remaining term is therefore $(E_i-E_j)|c_{ji}|^2$, which is real.

```lean
/-- For Hermitian `V` and amplitudes solving the first-order equation, the band energy is the
real sum of `(E i - E j) |c j i|²` over occupied `i` and empty `j`. -/
theorem bandEnergy_eq_weights {E : ι → ℝ} {V c : Matrix ι ι ℂ} (hV : V.IsHermitian)
    (hc : FirstOrderEquation E V c) (O : Finset ι) :
    bandEnergy V c O = ((∑ i ∈ O, ∑ j ∈ Oᶜ, (E i - E j) * ‖c j i‖ ^ 2 : ℝ) : ℂ) := by
  rw [bandEnergy_eq_empty_levels hc]
  simp only [Complex.ofReal_sum]
  refine sum_congr rfl fun i hi => sum_congr rfl fun j hj => ?_
  have hij : j ≠ i := fun h => mem_compl.mp hj (by rw [h]; exact hi)
  have hn : (starRingEnd ℂ) (c j i) * c j i = ((‖c j i‖ ^ 2 : ℝ) : ℂ) := by
    rw [mul_comm, Complex.mul_conj, Complex.normSq_eq_norm_sq]
  rw [← hV.apply i j, ← hc i j hij]
  simp only [Complex.star_def, map_mul, map_sub, Complex.conj_ofReal]
  rw [mul_assoc, hn, Complex.ofReal_mul, Complex.ofReal_sub]
```

If $O$ holds the lowest levels, $E_i\le E_j$ for occupied $i$ and empty $j$, and every term is nonpositive. A zero total makes each term zero: either $E_i=E_j$ or $c_{ji}=0$, and both give $V_{ij}=0$. Conversely, zero couplings give zero energy. In Lean, `sum_eq_zero_iff_of_nonpos` is applied once per sum.

```lean
/-- Let `V` be Hermitian and let the amplitudes solve the first-order equation. If `O` holds the
lowest levels, the band energy has nonpositive real part, and it vanishes exactly when `V` does not
couple occupied to empty levels. -/
theorem bandEnergy_nonpos {E : ι → ℝ} {V c : Matrix ι ι ℂ} (hV : V.IsHermitian)
    (hc : FirstOrderEquation E V c) {O : Finset ι}
    (hlow : ∀ i ∈ O, ∀ j ∉ O, E i ≤ E j) :
    (bandEnergy V c O).re ≤ 0 ∧
      (bandEnergy V c O = 0 ↔ ∀ i ∈ O, ∀ j ∉ O, V i j = 0) := by
  have hterm : ∀ i ∈ O, ∀ j ∈ Oᶜ, (E i - E j) * ‖c j i‖ ^ 2 ≤ 0 := fun i hi j hj =>
    mul_nonpos_of_nonpos_of_nonneg (sub_nonpos.mpr (hlow i hi j (mem_compl.mp hj)))
      (sq_nonneg _)
  have hrow : ∀ i ∈ O, ∑ j ∈ Oᶜ, (E i - E j) * ‖c j i‖ ^ 2 ≤ 0 :=
    fun i hi => sum_nonpos (hterm i hi)
  refine ⟨?_, fun h i hi j hj => ?_, fun h => ?_⟩
  · rw [bandEnergy_eq_weights hV hc, Complex.ofReal_re]
    exact sum_nonpos hrow
  · -- a vanishing sum of nonpositive terms vanishes term by term
    rw [bandEnergy_eq_weights hV hc, Complex.ofReal_eq_zero] at h
    have h1 := (sum_eq_zero_iff_of_nonpos hrow).mp h i hi
    have h2 := (sum_eq_zero_iff_of_nonpos (hterm i hi)).mp h1 j (mem_compl.mpr hj)
    have hij : j ≠ i := fun e => hj (by rw [e]; exact hi)
    rw [← hV.apply i j, ← hc i j hij]
    rcases mul_eq_zero.mp h2 with h3 | h3
    · rw [← Complex.ofReal_sub, h3, Complex.ofReal_zero, zero_mul, star_zero]
    · rw [norm_eq_zero.mp (pow_eq_zero_iff (two_ne_zero)|>.mp h3), mul_zero, star_zero]
  · rw [bandEnergy_eq_empty_levels hc]
    refine sum_eq_zero fun i hi => sum_eq_zero fun j hj => ?_
    rw [h i hi j (mem_compl.mp hj), zero_mul]
```

**Q:** Can a small splitting inside $O$ still spoil a bound on the size of the second-order energy?

**A:** Not this one. Let $\Delta>0$ be a gap between occupied and empty levels. Then $|V_{ij}|=(E_j-E_i)|c_{ji}|\ge\Delta|c_{ji}|$, so each term has size at most $|V_{ij}|^2/\Delta$. The triangle inequality, `norm_sum_le`, sums these bounds.

```lean
/-- Let `V` be Hermitian and let the amplitudes solve the first-order equation. If a gap
`Δ > 0` separates the occupied levels from the empty ones above, the band energy is at most
the total squared coupling across the gap divided by `Δ`, in absolute value. -/
theorem norm_bandEnergy_le {E : ι → ℝ} {V c : Matrix ι ι ℂ} (hV : V.IsHermitian)
    (hc : FirstOrderEquation E V c) {O : Finset ι} {Δ : ℝ} (hΔ : 0 < Δ)
    (hgap : ∀ i ∈ O, ∀ j ∉ O, E i + Δ ≤ E j) :
    ‖bandEnergy V c O‖ ≤ (∑ i ∈ O, ∑ j ∈ Oᶜ, ‖V i j‖ ^ 2) / Δ := by
  rw [bandEnergy_eq_empty_levels hc, sum_div]
  refine (norm_sum_le _ _).trans (sum_le_sum fun i hi => ?_)
  rw [sum_div]
  refine (norm_sum_le _ _).trans (sum_le_sum fun j hj => ?_)
  have hg := hgap i hi j (mem_compl.mp hj)
  have hij : j ≠ i := fun h => mem_compl.mp hj (by rw [h]; exact hi)
  have hn : ‖V i j‖ = (E j - E i) * ‖c j i‖ := by
    rw [← hV.apply i j, norm_star, ← hc i j hij, norm_mul, ← Complex.ofReal_sub,
      Complex.norm_real, Real.norm_eq_abs, abs_of_neg (by linarith), neg_sub]
  -- the gap bounds the mixing amplitude
  have h3 : ‖c j i‖ * Δ ≤ ‖V i j‖ := by
    rw [hn]
    nlinarith [mul_nonneg (sub_nonneg.mpr hg) (norm_nonneg (c j i))]
  rw [norm_mul, le_div_iff₀ hΔ]
  nlinarith [mul_le_mul_of_nonneg_left h3 (norm_nonneg (V i j))]
```

Take your pair as $E_0=0$, $E_1=0.01$, and add an empty level $E_2=2.01$. Let $V_{01}=0.1$, $V_{12}=0.2$, $V_{02}=0$. The full sum is
$$\frac{0.01}{-0.01}+\frac{0.01}{0.01}+\frac{0.04}{-2}=-1+1-0.02=-0.02.$$
With $\Delta=2$ the bound is $0.04/2=0.02$, so it is attained.

**Q:** Does the sign need the lowest levels to be filled?

**A:** It fails for arbitrary $O$. Take levels $0$ and $\delta$ with real coupling $v$. Filling only level `1` gives $v^2/\delta$, which is positive for $\delta>0$ and $v\ne0$. Filling both gives zero, since no empty level remains. The proof checks the matrix entries case by case and gets the zero from the general cancellation.

```lean
/-- Two levels `0` and `δ ≠ 0` with real coupling `v`: the displayed amplitudes solve the
first-order equation, level `1` alone has band energy `v² / δ`, and both levels together have band
energy zero. -/
theorem two_level_witness (v δ : ℝ) (hδ : δ ≠ 0) :
    let V : Matrix (Fin 2) (Fin 2) ℂ := !![0, (v : ℂ); (v : ℂ), 0]
    let c : Matrix (Fin 2) (Fin 2) ℂ := !![0, (v : ℂ) / δ; -((v : ℂ) / δ), 0]
    V.IsHermitian ∧ FirstOrderEquation ![0, δ] V c ∧
      bandEnergy V c {1} = (v : ℂ) ^ 2 / δ ∧ bandEnergy V c univ = 0 := by
  intro V c
  have hδ' : (δ : ℂ) ≠ 0 := Complex.ofReal_ne_zero.mpr hδ
  have h0 : (δ : ℂ) * ((v : ℂ) / δ) = v := by field_simp
  have hc : FirstOrderEquation ![0, δ] V c := by
    intro i j hij
    fin_cases i <;> fin_cases j
    · exact absurd rfl hij
    · change (((0 : ℝ) : ℂ) - (δ : ℂ)) * (-((v : ℂ) / δ)) = v
      rw [Complex.ofReal_zero]
      linear_combination h0
    · change ((δ : ℂ) - ((0 : ℝ) : ℂ)) * ((v : ℂ) / δ) = v
      rw [Complex.ofReal_zero]
      linear_combination h0
    · exact absurd rfl hij
  refine ⟨?_, hc, ?_, ?_⟩
  · ext i j
    fin_cases i <;> fin_cases j <;> simp [V]
  · have he : (univ : Finset (Fin 2)).erase 1 = {0} := by decide
    unfold bandEnergy
    rw [sum_singleton, he, sum_singleton]
    change (v : ℂ) * ((v : ℂ) / δ) = (v : ℂ) ^ 2 / δ
    ring
  · rw [bandEnergy_eq_empty_levels hc, compl_univ]
    simp only [sum_empty, sum_const_zero]

end SecondOrderBandEnergy
```

```lean
#print axioms SecondOrderBandEnergy.second_order_band_energy
#print axioms SecondOrderBandEnergy.bandEnergy_nonpos
#print axioms SecondOrderBandEnergy.norm_bandEnergy_le
```

```
'SecondOrderBandEnergy.second_order_band_energy' depends on axioms: [propext, Classical.choice, Quot.sound]
'SecondOrderBandEnergy.bandEnergy_nonpos' depends on axioms: [propext, Classical.choice, Quot.sound]
'SecondOrderBandEnergy.norm_bandEnergy_le' depends on axioms: [propext, Classical.choice, Quot.sound]
```
